# Kirkwood superposition gives an impossible triple probability 1/8 when a uniformly random pair of three sites is occupied

A configuration is modelled here as the set of occupied sites, a `Finset (Fin n)`, where `Fin n` numbers the $n$ sites from $0$ to $n-1$. A site is in the set or it is not, so double occupation is excluded from the start, and the particles carry no labels. There is no energy function: all arrangements of $N$ particles get equal weight, as for a lattice gas whose only interaction is site exclusion.

The particles could also have been labelled, with a configuration given by an injective map from particles to sites. Each occupied set would then arise from $N!$ equally likely maps. Every count of $N$-particle configurations below would be multiplied by $N!$, and the occupation probabilities, being ratios of such counts, would stay the same.

```lean
import Mathlib

open Finset

namespace KirkwoodSuperposition

noncomputable section
```

## Occupation probabilities and the superposition estimate

Let $w(c)$ be the weight of a configuration $c$. The sites in a set $S$ are all occupied exactly when $S\subseteq c$, so their joint occupation probability is

$$p_S=\sum_{c\,\supseteq\, S} w(c).$$

The other sites may be empty or filled. We write $p_i$, $p_{ij}$ and $p_{ijk}$ for one, two and three distinct sites. The definition accepts any real weight function; it yields probabilities when the weights are nonnegative and add up to one.

```lean
/-- Joint occupation probability of the sites in `S`: the total weight of the configurations
in which all of them are occupied. -/
def occ {n : ℕ} (w : Finset (Fin n) → ℝ) (S : Finset (Fin n)) : ℝ :=
  ∑ c with S ⊆ c, w c
```

There are $\binom nN$ ways to choose $N$ occupied sites out of $n$. The uniform, or canonical, distribution gives each of these sets the weight $1/\binom nN$ and every set of another size the weight zero.

```lean
/-- The uniform distribution on the configurations of `N` particles on `n` sites,
with at most one particle per site. -/
def canonical (n N : ℕ) (c : Finset (Fin n)) : ℝ :=
  if c.card = N then 1 / (n.choose N : ℝ) else 0
```

Kirkwood's approximation replaces the triple correlation by a product of pair correlations:

$$\frac{p_{ijk}}{p_ip_jp_k}\approx\frac{p_{ij}}{p_ip_j}\,\frac{p_{ik}}{p_ip_k}\,\frac{p_{jk}}{p_jp_k}.$$

Multiplying by $p_ip_jp_k$ gives the estimate

$$K_{ijk}=\frac{p_{ij}\,p_{ik}\,p_{jk}}{p_i\,p_j\,p_k}.$$

The approximation is best known for the distribution functions of fluids. Here it is tested on a finite lattice with uniform weights, which says nothing about its accuracy for a liquid with a given pair potential.

```lean
/-- Kirkwood's superposition estimate of the probability that three sites are all occupied,
built from the one-site and two-site probabilities. -/
def kirkwood {n : ℕ} (w : Finset (Fin n) → ℝ) (i j k : Fin n) : ℝ :=
  occ w {i, j} * occ w {i, k} * occ w {j, k} / (occ w {i} * occ w {j} * occ w {k})
```

## Counting the configurations that contain given sites

Suppose that $S$ is occupied and that $r$ further particles sit elsewhere. Removing $S$ from such a configuration leaves an $r$-element subset of the remaining $n-|S|$ sites, and adding $S$ back recovers the configuration. The number of configurations is therefore

$$\binom{n-|S|}{r}.$$

In the proof, `Finset.card_bij'` takes the two maps, `c \ S` and `d ∪ S`. The four bullets check that each map lands in the right family and that each undoes the other.

```lean
/-- The configurations that contain `S` and `r` further particles are counted by the ways to
place `r` particles on the remaining sites. -/
theorem card_configurations {n : ℕ} (S : Finset (Fin n)) (r : ℕ) :
    (univ.filter fun c : Finset (Fin n) => S ⊆ c ∧ c.card = S.card + r).card
      = (n - S.card).choose r := by
  have h : (powersetCard r Sᶜ).card = (n - S.card).choose r := by
    rw [card_powersetCard, card_compl, Fintype.card_fin]
  rw [← h]
  -- remove the sites of `S`, or put them back
  refine Finset.card_bij' (fun c _ => c \ S) (fun d _ => d ∪ S) ?_ ?_ ?_ ?_
  · intro c hc
    simp only [mem_filter, mem_univ, true_and] at hc
    rw [mem_powersetCard]
    refine ⟨fun x hx => mem_compl.2 (mem_sdiff.1 hx).2, ?_⟩
    have := card_sdiff_add_card_eq_card hc.1
    omega
  · intro d hd
    rw [mem_powersetCard] at hd
    have hdis : Disjoint d S := disjoint_left.2 fun x hx => mem_compl.1 (hd.1 hx)
    simp only [mem_filter, mem_univ, true_and]
    exact ⟨subset_union_right, by rw [card_union_of_disjoint hdis]; omega⟩
  · intro c hc
    simp only [mem_filter, mem_univ, true_and] at hc
    exact sdiff_union_of_subset hc.1
  · intro d hd
    rw [mem_powersetCard] at hd
    ext x
    have hx : x ∈ d → x ∉ S := fun h => mem_compl.1 (hd.1 h)
    simp only [mem_sdiff, mem_union]
    tauto
```

Every configuration counted has the same weight. With $|S|+r=N$, the probability is a ratio of two counts:

$$p_S=\binom{n-|S|}{r}\Big/\binom nN.$$

The proof turns the weighted sum into a constant times the number of terms, and the preceding count supplies that number.

```lean
/-- Joint occupation probability of the sites in `S` when `r` particles sit elsewhere,
as a ratio of numbers of configurations. -/
theorem occ_canonical {n N : ℕ} (S : Finset (Fin n)) (r : ℕ) (h : S.card + r = N) :
    occ (canonical n N) S = ((n - S.card).choose r : ℝ) / (n.choose N : ℝ) := by
  subst h
  simp only [occ, canonical]
  rw [← Finset.sum_filter, Finset.filter_filter, Finset.sum_const, nsmul_eq_mul,
    card_configurations, mul_one_div]
```

For $S=\varnothing$ the condition $S\subseteq c$ always holds and $r=N$, so the total weight is $\binom nN/\binom nN=1$. This requires $N\le n$, since otherwise there is no configuration to share the weight.

```lean
/-- The weights of the canonical distribution are nonnegative and add up to one. -/
theorem canonical_normalized {n N : ℕ} (hn : N ≤ n) :
    (∀ c, 0 ≤ canonical n N c) ∧ ∑ c, canonical n N c = 1 := by
  constructor
  · intro c
    unfold canonical
    split_ifs <;> positivity
  · have hC : (n.choose N : ℝ) ≠ 0 := by exact_mod_cast (Nat.choose_pos hn).ne'
    have h := occ_canonical (∅ : Finset (Fin n)) N (N := N) (by simp)
    rw [card_empty, Nat.sub_zero, div_self hC] at h
    simpa [occ] using h
```

## One, two and three occupied sites

The binomial ratios simplify by the absorption identity

$$(m+1)\binom mr=(r+1)\binom{m+1}{r+1}.$$

For one site, set $n=m+1$ and $N=r+1$. Then

$$p_i=\binom{n-1}{N-1}\Big/\binom nN=\frac Nn .$$

The Lean proof makes the same substitution, clears the denominators and closes with the identity, called `e`.

```lean
/-- Each site is occupied with probability `N / n`. -/
theorem occ_single {n N : ℕ} (hN : 1 ≤ N) (hn : N ≤ n) (i : Fin n) :
    occ (canonical n N) {i} = (N : ℝ) / n := by
  obtain ⟨r, rfl⟩ : ∃ r, N = r + 1 := ⟨N - 1, by omega⟩
  obtain ⟨m, rfl⟩ : ∃ m, n = m + 1 := ⟨n - 1, by omega⟩
  have hC : ((m + 1).choose (r + 1) : ℝ) ≠ 0 := by exact_mod_cast (Nat.choose_pos hn).ne'
  have hm : ((m + 1 : ℕ) : ℝ) ≠ 0 := by positivity
  have e : ((m + 1 : ℕ) : ℝ) * (m.choose r : ℝ)
      = ((m + 1).choose (r + 1) : ℝ) * ((r + 1 : ℕ) : ℝ) := by
    exact_mod_cast Nat.add_one_mul_choose_eq m r
  rw [occ_canonical {i} r (by rw [card_singleton]; omega), card_singleton,
    Nat.add_sub_cancel, div_eq_div_iff hC hm]
  linear_combination e
```

For two distinct sites, set $n=m+2$ and $N=r+2$ and use the identity twice:

$$(m+1)\binom mr=(r+1)\binom{m+1}{r+1},\qquad (m+2)\binom{m+1}{r+1}=(r+2)\binom{m+2}{r+2}.$$

Multiplying the first by $m+2$ and the second by $r+1$ lets the middle binomial cancel, so that

$$p_{ij}=\frac{N(N-1)}{n(n-1)}.$$

These two multipliers appear in the final `linear_combination`. The hypothesis `i ≠ j` is needed because the set `{i, j}` has only one element when the sites coincide.

```lean
/-- Two distinct sites are both occupied with probability `N(N-1) / (n(n-1))`. -/
theorem occ_pair {n N : ℕ} (hN : 2 ≤ N) (hn : N ≤ n) {i j : Fin n} (hij : i ≠ j) :
    occ (canonical n N) {i, j} = (N : ℝ) * (N - 1) / (n * (n - 1)) := by
  obtain ⟨r, rfl⟩ : ∃ r, N = r + 2 := ⟨N - 2, by omega⟩
  obtain ⟨m, rfl⟩ : ∃ m, n = m + 2 := ⟨n - 2, by omega⟩
  have hC : ((m + 2).choose (r + 2) : ℝ) ≠ 0 := by exact_mod_cast (Nat.choose_pos hn).ne'
  have h0 : (0 : ℝ) ≤ m := m.cast_nonneg
  have hm : ((m : ℝ) + 2) * ((m : ℝ) + 2 - 1) ≠ 0 :=
    (mul_pos (by linarith) (by linarith)).ne'
  have e1 : ((m : ℝ) + 1) * (m.choose r : ℝ)
      = ((m + 1).choose (r + 1) : ℝ) * ((r : ℝ) + 1) := by
    exact_mod_cast Nat.add_one_mul_choose_eq m r
  have e2 : ((m : ℝ) + 2) * ((m + 1).choose (r + 1) : ℝ)
      = ((m + 2).choose (r + 2) : ℝ) * ((r : ℝ) + 2) := by
    exact_mod_cast Nat.add_one_mul_choose_eq (m + 1) (r + 1)
  rw [occ_canonical {i, j} r (by rw [card_pair hij]; omega), card_pair hij,
    Nat.add_sub_cancel]
  push_cast
  rw [div_eq_div_iff hC hm]
  linear_combination ((m : ℝ) + 2) * e1 + ((r : ℝ) + 1) * e2
```

For three distinct sites and $N\ge3$, a third use of the identity gives

$$p_{ijk}=\frac{N(N-1)(N-2)}{n(n-1)(n-2)}.$$

For $N=2$ no configuration contains three sites, so the probability is zero, and the factor $N-2$ makes the formula agree. The proof treats this case separately, because $N=r+3$ has no solution there. Three distinct sites force $n\ge3$, so the denominator is never zero.

```lean
/-- Three distinct sites are all occupied with probability
`N(N-1)(N-2) / (n(n-1)(n-2))`. -/
theorem occ_triple {n N : ℕ} (hN : 2 ≤ N) (hn : N ≤ n) {i j k : Fin n}
    (hij : i ≠ j) (hik : i ≠ k) (hjk : j ≠ k) :
    occ (canonical n N) {i, j, k}
      = (N : ℝ) * (N - 1) * (N - 2) / (n * (n - 1) * (n - 2)) := by
  have h3 : ({i, j, k} : Finset (Fin n)).card = 3 :=
    card_eq_three.2 ⟨i, j, k, hij, hik, hjk, rfl⟩
  rcases hN.eq_or_lt with rfl | hN3
  · -- two particles cannot occupy three sites
    have hz : occ (canonical n 2) {i, j, k} = 0 := by
      refine Finset.sum_eq_zero fun c hc => ?_
      have := card_le_card (mem_filter.1 hc).2
      exact if_neg (by omega)
    rw [hz]
    norm_num
  · obtain ⟨r, rfl⟩ : ∃ r, N = r + 3 := ⟨N - 3, by omega⟩
    obtain ⟨m, rfl⟩ : ∃ m, n = m + 3 := ⟨n - 3, by omega⟩
    have hC : ((m + 3).choose (r + 3) : ℝ) ≠ 0 := by
      exact_mod_cast (Nat.choose_pos hn).ne'
    have h0 : (0 : ℝ) ≤ m := m.cast_nonneg
    have hm : ((m : ℝ) + 3) * ((m : ℝ) + 3 - 1) * ((m : ℝ) + 3 - 2) ≠ 0 :=
      (mul_pos (mul_pos (by linarith) (by linarith)) (by linarith)).ne'
    have e1 : ((m : ℝ) + 1) * (m.choose r : ℝ)
        = ((m + 1).choose (r + 1) : ℝ) * ((r : ℝ) + 1) := by
      exact_mod_cast Nat.add_one_mul_choose_eq m r
    have e2 : ((m : ℝ) + 2) * ((m + 1).choose (r + 1) : ℝ)
        = ((m + 2).choose (r + 2) : ℝ) * ((r : ℝ) + 2) := by
      exact_mod_cast Nat.add_one_mul_choose_eq (m + 1) (r + 1)
    have e3 : ((m : ℝ) + 3) * ((m + 2).choose (r + 2) : ℝ)
        = ((m + 3).choose (r + 3) : ℝ) * ((r : ℝ) + 3) := by
      exact_mod_cast Nat.add_one_mul_choose_eq (m + 2) (r + 2)
    rw [occ_canonical {i, j, k} r (by rw [h3]; omega), h3, Nat.add_sub_cancel]
    push_cast
    rw [div_eq_div_iff hC hm]
    linear_combination ((m : ℝ) + 3) * ((m : ℝ) + 2) * e1
      + ((m : ℝ) + 3) * ((r : ℝ) + 1) * e2 + ((r : ℝ) + 1) * ((r : ℝ) + 2) * e3
```

## The estimate against the exact probability

The pair probability factorises as

$$p_{ij}=\frac Nn\,q,\qquad q=\frac{N-1}{n-1},$$

where $q$ is the probability that $j$ is occupied given that $i$ is. Hence

$$K_{ijk}=\frac{(N/n)^3q^3}{(N/n)^3}=\left(\frac{N-1}{n-1}\right)^3 .$$

In the code, `hp` is the factorisation, and `ring` finishes after the nonzero denominator has been cleared.

The same factorisation settles the simpler estimate $p_ip_j$ for a pair. Since $N(n-1)-n(N-1)=n-N$, we have $q<N/n$ at partial filling, and so $p_{ij}<p_ip_j$ for $1\le N<n$: a particle on one site makes the other less likely to be filled.

```lean
/-- For the canonical distribution the superposition estimate is `((N-1)/(n-1))³`. -/
theorem kirkwood_canonical {n N : ℕ} (hN : 2 ≤ N) (hn : N ≤ n) {i j k : Fin n}
    (hij : i ≠ j) (hik : i ≠ k) (hjk : j ≠ k) :
    kirkwood (canonical n N) i j k = (((N : ℝ) - 1) / (n - 1)) ^ 3 := by
  have hx : (N : ℝ) / n ≠ 0 :=
    div_ne_zero (Nat.cast_ne_zero.2 (by omega)) (Nat.cast_ne_zero.2 (by omega))
  have h1 : 1 ≤ N := by omega
  -- the pair probability is the one-site probability times a conditional one
  have hp : (N : ℝ) * (N - 1) / (n * (n - 1)) = (N : ℝ) / n * (((N : ℝ) - 1) / (n - 1)) :=
    mul_div_mul_comm _ _ _ _
  unfold kirkwood
  rw [occ_pair hN hn hij, occ_pair hN hn hik, occ_pair hN hn hjk,
    occ_single h1 hn, occ_single h1 hn, occ_single h1 hn, hp,
    div_eq_iff (mul_ne_zero (mul_ne_zero hx hx) hx)]
  ring
```

To compare $K_{ijk}$ with $p_{ijk}$, write $a=N-1$ and $b=n-1$. Then $N(N-2)=a^2-1$ and $n(n-2)=b^2-1$, so

$$p_{ijk}=\frac{a(a^2-1)}{b(b^2-1)},\qquad K_{ijk}=\frac{a^3}{b^3}.$$

Cross-multiplying by the positive denominators, the right side minus the left side is

$$a^3b(b^2-1)-a(a^2-1)b^3=ab\,(b^2-a^2)=(N-1)(n-1)(n-N)(n+N-2).$$

For $2\le N<n$ every factor is positive, hence $p_{ijk}<K_{ijk}$. The fact `key` states that this product is positive, and `linear_combination` checks the algebra that connects it to the inequality. The lower bound on $N$ matters: with a single particle on three or more sites, both quantities are zero.

```lean
/-- At partial filling with at least two particles, the superposition estimate strictly
exceeds the exact probability that three distinct sites are all occupied. -/
theorem kirkwood_overestimates {n N : ℕ} (hN : 2 ≤ N) (hn : N < n) {i j k : Fin n}
    (hij : i ≠ j) (hik : i ≠ k) (hjk : j ≠ k) :
    occ (canonical n N) {i, j, k} < kirkwood (canonical n N) i j k := by
  rw [occ_triple hN hn.le hij hik hjk, kirkwood_canonical hN hn.le hij hik hjk, div_pow]
  have a2 : (2 : ℝ) ≤ N := by exact_mod_cast hN
  have ab : (N : ℝ) < n := by exact_mod_cast hn
  have hd : (0 : ℝ) < n * (n - 1) * (n - 2) :=
    mul_pos (mul_pos (by linarith) (by linarith)) (by linarith)
  have hb : (0 : ℝ) < ((n : ℝ) - 1) ^ 3 := pow_pos (by linarith) 3
  rw [div_lt_div_iff₀ hd hb]
  -- the difference of the two sides factorises
  have key : (0 : ℝ) < (N - 1) * (n - 1) * ((n - N) * (n + N - 2)) :=
    mul_pos (mul_pos (by linarith) (by linarith)) (mul_pos (by linarith) (by linarith))
  linear_combination key
```

It follows that equality rules out $N<n$. Conversely, if $N=n$, every site is certainly occupied and both formulas give $1$. So for $N\ge2$ the estimate is exact only at complete filling. The second half of the proof uses the three distinct sites to obtain $N\ge3$, which keeps the denominators positive.

```lean
/-- With at least two particles, the superposition estimate is exact if and only if every
site is filled. -/
theorem kirkwood_exact_iff {n N : ℕ} (hN : 2 ≤ N) (hn : N ≤ n) {i j k : Fin n}
    (hij : i ≠ j) (hik : i ≠ k) (hjk : j ≠ k) :
    occ (canonical n N) {i, j, k} = kirkwood (canonical n N) i j k ↔ N = n := by
  constructor
  · intro h
    by_contra hne
    exact (kirkwood_overestimates hN (lt_of_le_of_ne hn hne) hij hik hjk).ne h
  · intro h
    subst h
    have h3 : 3 ≤ N := by
      have := card_le_univ ({i, j, k} : Finset (Fin N))
      rwa [card_eq_three.2 ⟨i, j, k, hij, hik, hjk, rfl⟩, Fintype.card_fin] at this
    have hr : (3 : ℝ) ≤ N := by exact_mod_cast h3
    have p1 : (0 : ℝ) < (N : ℝ) - 1 := by linarith
    have hd : (0 : ℝ) < N * (N - 1) * (N - 2) :=
      mul_pos (mul_pos (by linarith) p1) (by linarith)
    rw [occ_triple hN hn hij hik hjk, kirkwood_canonical hN hn hij hik hjk,
      div_self hd.ne', div_self p1.ne', one_pow]
```

## Two particles on three sites

For $n=3$ and $N=2$ the three configurations are $\{0,1\}$, $\{0,2\}$ and $\{1,2\}$, each with weight $1/3$. A given site lies in two of them and a given pair is one of them, so

$$p_i=\frac23,\qquad p_{ij}=\frac13,\qquad K_{012}=\frac{(1/3)^3}{(2/3)^3}=\frac18,\qquad p_{012}=0.$$

The theorem states these four facts together, the first two for every site and every pair of distinct sites. Each follows by putting the numbers into the general formula.

```lean
/-- Two particles on three sites: `p_i = 2/3` and `p_ij = 1/3`, the superposition estimate
is `1/8`, and the exact probability of triple occupation is zero. -/
theorem three_sites :
    (∀ i, occ (canonical 3 2) {i} = 2 / 3) ∧
    (∀ i j, i ≠ j → occ (canonical 3 2) {i, j} = 1 / 3) ∧
    kirkwood (canonical 3 2) 0 1 2 = 1 / 8 ∧
    occ (canonical 3 2) {0, 1, 2} = 0 := by
  refine ⟨fun i => ?_, fun i j hij => ?_, ?_, ?_⟩
  · rw [occ_single (by norm_num) (by norm_num)]
    norm_num
  · rw [occ_pair (by norm_num) (by norm_num) hij]
    norm_num
  · rw [kirkwood_canonical (by norm_num) (by norm_num) (by decide) (by decide) (by decide)]
    norm_num
  · rw [occ_triple (by norm_num) (by norm_num) (by decide) (by decide) (by decide)]
    norm_num

end

end KirkwoodSuperposition
```

In electronic structure, the sites can be read as spin orbitals and $p_S$ as the expectation value of a product of occupation numbers in the equal mixture of all $N$-electron determinants. For this one ensemble, and for diagonal elements only, closing the hierarchy of reduced density matrices by superposition gives a two-electron state a nonzero three-electron probability.

```lean
#print axioms KirkwoodSuperposition.canonical_normalized
#print axioms KirkwoodSuperposition.kirkwood_exact_iff
#print axioms KirkwoodSuperposition.three_sites
```

```
'KirkwoodSuperposition.canonical_normalized' depends on axioms: [propext, Classical.choice, Quot.sound]
'KirkwoodSuperposition.kirkwood_exact_iff' depends on axioms: [propext, Classical.choice, Quot.sound]
'KirkwoodSuperposition.three_sites' depends on axioms: [propext, Classical.choice, Quot.sound]
```
